# A nodeless zero-energy solution on the half-line for the potential −1/(4(1+x)²)

With q(x) = 1/(4(1+x)²), the equation u″ + qu = 0 is the zero-energy Schrödinger equation for one particle in the attractive potential −q, in units where ħ²/2m = 1. The theorem states that u(x) = √(1+x) solves it for x > 0, that this function is positive for all x ≥ 0, and that the integral of q from 0 to x is (1 − 1/(1+x))/4 for x ≥ 0. The solution is not normalised, and no boundary condition is imposed at the origin. The proof differentiates √(1+x) and its slope directly, and gets the integral from the antiderivative −1/(4(1+t)), for which it first shows in `hpos` that 1 + t is nonzero on the interval.

In Lean, a first try:

```lean
import Mathlib

open Set Filter

namespace LeightonWintner

noncomputable section

/-- The real function `u`, with slope `p`, solves `u'' + q u = 0` on the half-line `x > 0`. -/
def IsSolution (q u p : ℝ → ℝ) : Prop :=
  ∀ x, 0 < x → HasDerivAt u (p x) x ∧ HasDerivAt p (-(q x * u x)) x

/-- For the coefficient `q = 1/(4(1+x)²)` the function `√(1+x)` is a solution on `x > 0`. For all `x
≥ 0` it is positive, and `∫₀ˣ q = (1 - 1/(1+x))/4`. -/
theorem nodeless_example :
    IsSolution (fun x => 1 / (4 * (1 + x) ^ 2)) (fun x => Real.sqrt (1 + x))
      (fun x => 1 / (2 * Real.sqrt (1 + x))) ∧
    (∀ x : ℝ, 0 ≤ x → 0 < Real.sqrt (1 + x)) ∧
    ∀ x : ℝ, 0 ≤ x → ∫ t in (0 : ℝ)..x, 1 / (4 * (1 + t) ^ 2) = (1 - 1 / (1 + x)) / 4 := by
  refine ⟨?_, fun x hx => Real.sqrt_pos.2 (by linarith), ?_⟩
  · intro x hx
    have hp : 0 < 1 + x := by linarith
    have hs : Real.sqrt (1 + x) ≠ 0 := (Real.sqrt_pos.2 hp).ne'
    have h1 : HasDerivAt (fun y => Real.sqrt (1 + y)) (1 / (2 * Real.sqrt (1 + x))) x :=
      ((hasDerivAt_id' x).const_add 1).sqrt hp.ne'
    refine ⟨h1, ((hasDerivAt_const x (1 : ℝ)).fun_div (h1.const_mul 2)
      (mul_ne_zero two_ne_zero hs)).congr_deriv ?_⟩
    have h4 : (1 + x) ^ 2 = Real.sqrt (1 + x) ^ 4 := by
      rw [show Real.sqrt (1 + x) ^ 4 = (Real.sqrt (1 + x) ^ 2) ^ 2 by ring,
        Real.sq_sqrt hp.le]
    beta_reduce
    rw [h4]
    field_simp <;> ring
  · intro x hx
    have hpos : ∀ t ∈ uIcc 0 x, 1 + t ≠ 0 := by
      intro t ht
      rw [uIcc_of_le hx] at ht
      linarith [ht.1] |> fun h : 0 < 1 + t => h.ne'
    rw [intervalIntegral.integral_eq_sub_of_hasDerivAt (f := fun t => -(1 / 4) / (1 + t))]
    · ring
    · intro t ht
      have h0 := hpos t ht
      refine ((hasDerivAt_const t (-(1 / 4) : ℝ)).fun_div
        ((hasDerivAt_id' t).const_add 1) h0).congr_deriv ?_
      field_simp <;> ring
    · apply ContinuousOn.intervalIntegrable
      exact ContinuousOn.div continuousOn_const (by fun_prop)
        (fun t ht => mul_ne_zero four_ne_zero (pow_ne_zero 2 (hpos t ht)))

end

end LeightonWintner
```

Lean reports:

```
Main.lean:38:41: error(lean.unknownIdentifier): Unknown identifier `t`
Main.lean:36:12: error: Tactic `introN` failed: There are no additional binders or `let` bindings in the goal to introduce

x : ℝ
hx : 0 ≤ x
⊢ 0 < 1 + sorry
```

The mended proof, as a diff:

```diff
@@ -31,10 +31,12 @@
     beta_reduce
     rw [h4]
-    field_simp <;> ring
+    field_simp
+    ring
   · intro x hx
     have hpos : ∀ t ∈ uIcc 0 x, 1 + t ≠ 0 := by
       intro t ht
       rw [uIcc_of_le hx] at ht
-      linarith [ht.1] |> fun h : 0 < 1 + t => h.ne'
+      have h : 0 < 1 + t := by linarith [ht.1]
+      exact h.ne'
     rw [intervalIntegral.integral_eq_sub_of_hasDerivAt (f := fun t => -(1 / 4) / (1 + t))]
     · ring
@@ -43,5 +45,6 @@
       refine ((hasDerivAt_const t (-(1 / 4) : ℝ)).fun_div
         ((hasDerivAt_id' t).const_add 1) h0).congr_deriv ?_
-      field_simp <;> ring
+      field_simp
+      ring
     · apply ContinuousOn.intervalIntegrable
       exact ContinuousOn.div continuousOn_const (by fun_prop)
```

Both errors come from how Lean reads the `|>` in the proof of `hpos`. The line was meant to prove `0 < 1 + t` by `linarith` and pass the result to a function returning `h.ne'`. But `linarith [ht.1]` is a tactic, not a term, so the pipe takes the whole `by` block as its argument.

The function after the pipe therefore stands outside the block, where the `t` introduced by `intro t ht` does not exist; hence the unknown identifier. The block, for its part, now has to prove the function's hypothesis, shown as `0 < 1 + sorry` because `t` could not be resolved. That goal is an inequality with nothing to introduce, so `intro t ht` fails.

The repair keeps both steps inside the block: `have h : 0 < 1 + t := by linarith [ht.1]` proves the inequality while `t` is in scope, and `exact h.ne'` turns it into `1 + t ≠ 0`.

Replacing `field_simp <;> ring` with two separate lines, in both places, is mere tidying; neither message concerns those steps.
